# The vector potential of a Gaussian magnetic nucleus is regular at its centre

Off its axis, the vector potential of a point magnetic dipole diverges as $1/r^2$ at the nucleus, and a hyperfine operator built from it inherits the singularity. The problems below replace the point by a spherical Gaussian with a single exponent $\xi>0$, a model nucleus used in relativistic electronic-structure calculations.

In Lean 4 with Mathlib:

```lean
import Mathlib

open Real Matrix Filter Topology

namespace GaussianNucleus

noncomputable section
```

The error function is defined by its integral.

```lean
/-- The error function, defined by its integral. -/
def erf (x : ℝ) : ℝ := 2 / √π * ∫ t in (0 : ℝ)..x, exp (-t ^ 2)
```

The radial density $w(r)=4\pi r^2(\xi/\pi)^{3/2}e^{-\xi r^2}$ includes the volume weight. The code writes $\xi^{3/2}$ as `(√ξ) ^ 3`.

```lean
/-- The Gaussian nuclear density `(ξ/π)^(3/2) exp(-ξ r²)` with the weight `4π r²`, for `ξ > 0`. -/
def radialDensity (ξ r : ℝ) : ℝ := 4 * π * r ^ 2 * ((√(ξ / π)) ^ 3 * exp (-ξ * r ^ 2))
```

The enclosed fraction is $F(r)=\int_0^r w(s)\,ds$.

```lean
/-- The fraction of the nucleus enclosed by the sphere of radius `r ≥ 0`. -/
def enclosed (ξ r : ℝ) : ℝ := ∫ s in (0 : ℝ)..r, radialDensity ξ s
```

The potential is $\varphi(r)=\operatorname{erf}(\sqrt\xi\,r)/r$.

```lean
/-- The potential `erf(√ξ r)/r` of the Gaussian nucleus, for `r > 0`. -/
def potential (ξ r : ℝ) : ℝ := erf (√ξ * r) / r
```

For a constant moment $\mu$, the curl of $\varphi\mu$ is $\nabla\varphi\times\mu$. At $x=rn$, with $n$ a unit vector, this is $A(r)=\varphi'(r)\,n\times\mu$, in units where a point dipole gives $\mu\times n/r^2$. The code takes this expression as the definition and does not form the curl from partial derivatives. The model assumes that the magnetic moment is distributed with the same Gaussian.

```lean
/-- The vector potential of a magnetic moment `μ` smeared over the nucleus, at distance `r > 0`
along the unit vector `n`: the gradient of the potential crossed with `μ`. -/
def vectorPotential (ξ : ℝ) (μ n : Fin 3 → ℝ) (r : ℝ) : Fin 3 → ℝ :=
  deriv (potential ξ) r • crossProduct n μ
```

### (a) The prefactor

Show that
$$w(r)=\frac{4\xi^{3/2}}{\sqrt\pi}\,r^2e^{-\xi r^2}.$$

**Solution.** Collect the powers of $\pi$: $4\pi(\xi/\pi)^{3/2}=4\xi^{3/2}\pi^{1-3/2}$. In the code, `hp` supplies $(\sqrt\pi)^2=\pi$ and `linear_combination` does the collecting.

```lean
/-- For `ξ > 0` the radial density is `4 ξ^(3/2)/√π` times `r² exp(-ξ r²)`. -/
theorem radialDensity_eq {ξ : ℝ} (hξ : 0 < ξ) (r : ℝ) :
    radialDensity ξ r = 4 * (√ξ) ^ 3 / √π * (r ^ 2 * exp (-ξ * r ^ 2)) := by
  have hp : (√π) ^ 2 = π := Real.sq_sqrt pi_pos.le
  have h0 : √π ≠ 0 := (Real.sqrt_pos.2 pi_pos).ne'
  have h : π * (√ξ / √π) ^ 3 = (√ξ) ^ 3 / √π := by
    rw [div_pow, ← mul_div_assoc, div_eq_div_iff (pow_ne_zero 3 h0) h0]
    linear_combination (-((√ξ) ^ 3 * √π)) * hp
  rw [radialDensity, Real.sqrt_div hξ.le]
  linear_combination (4 * r ^ 2 * exp (-ξ * r ^ 2)) * h
```

### (b) Gaussian moments

For $q=0,1,2,\dots$, show that
$$\int_0^\infty r^qe^{-\xi r^2}dr=\frac{\Gamma\!\left(\frac{q+1}{2}\right)}{2\,\xi^{(q+1)/2}}.$$

**Solution.** Put $t=\xi r^2$, so $r=\sqrt{t/\xi}$ and $dr=dt/(2\sqrt{\xi t})$. The integral becomes
$$\tfrac12\xi^{-(q+1)/2}\int_0^\infty t^{(q-1)/2}e^{-t}dt,$$
which is the Gamma integral. The code takes this formula from Mathlib for real exponents; `e` turns the power of $\xi$ into a power of $\sqrt\xi$.

```lean
/-- The radial moments of a Gaussian with `ξ > 0`, in terms of the Gamma function. -/
theorem gaussian_moment {ξ : ℝ} (hξ : 0 < ξ) (q : ℕ) :
    ∫ r in Set.Ioi (0 : ℝ), r ^ q * exp (-ξ * r ^ 2) =
      ((√ξ) ^ (q + 1))⁻¹ * (1 / 2) * Real.Gamma (((q : ℝ) + 1) / 2) := by
  have h := integral_rpow_mul_exp_neg_mul_rpow (p := 2) (q := (q : ℝ)) (b := ξ)
    (by norm_num) (neg_one_lt_zero.trans_le q.cast_nonneg) hξ
  have e : ξ ^ (-((q : ℝ) + 1) / 2) = ((√ξ) ^ (q + 1))⁻¹ := by
    have hq : -((q : ℝ) + 1) / 2 = -(1 / 2 * ((q + 1 : ℕ) : ℝ)) := by
      push_cast
      ring
    rw [hq, Real.rpow_neg hξ.le, Real.rpow_mul hξ.le, Real.rpow_natCast, ← Real.sqrt_eq_rpow]
  simpa only [Real.rpow_natCast, Real.rpow_ofNat, e] using h
```

### (c) Norm and size

Show that
$$\int_0^\infty w\,dr=1,\qquad \int_0^\infty r^2w\,dr=\frac{3}{2\xi}.$$

**Solution.** Use (a), then (b) with $q=2$ and $q=4$, where $\Gamma(3/2)=\sqrt\pi/2$ and $\Gamma(5/2)=3\sqrt\pi/4$:
$$\frac{4\xi^{3/2}}{\sqrt\pi}\cdot\frac{\sqrt\pi}{4\xi^{3/2}}=1,\qquad
\frac{4\xi^{3/2}}{\sqrt\pi}\cdot\frac{3\sqrt\pi}{8\xi^{5/2}}=\frac{3}{2\xi}.$$
A given mean square radius therefore fixes $\xi$. The condition $\xi\ge0$ would not suffice: at $\xi=0$ the density vanishes everywhere and its norm is 0. The code obtains both Gamma values from $\Gamma(1/2)=\sqrt\pi$ by the recursion `Real.Gamma_add_one`.

```lean
/-- For `ξ > 0` the Gaussian nucleus has norm 1 and mean square radius `3/(2ξ)`. -/
theorem norm_and_meanSquareRadius {ξ : ℝ} (hξ : 0 < ξ) :
    ∫ r in Set.Ioi (0 : ℝ), radialDensity ξ r = 1 ∧
      ∫ r in Set.Ioi (0 : ℝ), r ^ 2 * radialDensity ξ r = 3 / (2 * ξ) := by
  have h1 : (√ξ) ^ 3 ≠ 0 := pow_ne_zero 3 (Real.sqrt_pos.2 hξ).ne'
  have h2 : √π ≠ 0 := (Real.sqrt_pos.2 pi_pos).ne'
  have g : Real.Gamma (1 / 2 + 1) = 1 / 2 * √π := by
    rw [Real.Gamma_add_one (show (1 / 2 : ℝ) ≠ 0 by norm_num), Real.Gamma_one_half_eq]
  constructor
  · simp_rw [radialDensity_eq hξ]
    rw [MeasureTheory.integral_const_mul, gaussian_moment hξ 2,
      show (((2 : ℕ) : ℝ) + 1) / 2 = 1 / 2 + 1 by norm_num, g]
    calc _ = ((√ξ) ^ 3 * ((√ξ) ^ 3)⁻¹) * (√π * (√π)⁻¹) := by ring
      _ = 1 := by rw [mul_inv_cancel₀ h1, mul_inv_cancel₀ h2, one_mul]
  · have hf : (fun r : ℝ => r ^ 2 * radialDensity ξ r) =
        fun r => 4 * (√ξ) ^ 3 / √π * (r ^ 4 * exp (-ξ * r ^ 2)) := by
      funext r
      rw [radialDensity_eq hξ]
      ring
    rw [hf, MeasureTheory.integral_const_mul, gaussian_moment hξ 4,
      show (((4 : ℕ) : ℝ) + 1) / 2 = (1 / 2 + 1) + 1 by norm_num,
      Real.Gamma_add_one (show (1 / 2 + 1 : ℝ) ≠ 0 by norm_num), g]
    calc _ = 3 / 2 * ((√ξ) ^ 3 * ((√ξ) ^ 3)⁻¹) * (√π * (√π)⁻¹) * ((√ξ) ^ 2)⁻¹ := by ring
      _ = 3 / (2 * ξ) := by
        rw [mul_inv_cancel₀ h1, mul_inv_cancel₀ h2, Real.sq_sqrt hξ.le]
        ring
```

### (d) Slope of the error function

Show that
$$\frac{d}{dr}\operatorname{erf}(\sqrt\xi\,r)=2\sqrt{\xi/\pi}\;e^{-\xi r^2}.$$

**Solution.** By the fundamental theorem of calculus, $\operatorname{erf}'(x)=2e^{-x^2}/\sqrt\pi$ (`he`). The inner function has slope $\sqrt\xi$ (`hl`), and the chain rule multiplies the two.

```lean
/-- For `ξ > 0` the slope of `erf(√ξ r)` is the Gaussian `2 √(ξ/π) exp(-ξ r²)`. -/
theorem hasDerivAt_erf {ξ : ℝ} (hξ : 0 < ξ) (r : ℝ) :
    HasDerivAt (fun r => erf (√ξ * r)) (2 * √ξ / √π * exp (-ξ * r ^ 2)) r := by
  have hc : Continuous (fun t : ℝ => exp (-t ^ 2)) := by fun_prop
  have he : HasDerivAt erf (2 / √π * exp (-(√ξ * r) ^ 2)) (√ξ * r) :=
    (hc.integral_hasStrictDerivAt 0 (√ξ * r)).hasDerivAt.const_mul _
  have hl : HasDerivAt (fun r : ℝ => √ξ * r) (√ξ) r :=
    ((hasDerivAt_id' r).const_mul (√ξ)).congr_deriv (mul_one _)
  refine (HasDerivAt.comp (h := fun r : ℝ => √ξ * r) r he hl).congr_deriv ?_
  rw [mul_pow, Real.sq_sqrt hξ.le, ← neg_mul]
  ring
```

### (e) The enclosed fraction

Show that
$$F(r)=\operatorname{erf}(\sqrt\xi\,r)-2\sqrt{\xi/\pi}\;r\,e^{-\xi r^2}.$$

**Solution.** By (d), the right-hand side has derivative
$$2\sqrt{\xi/\pi}\,\bigl[e^{-\xi r^2}-(1-2\xi r^2)e^{-\xi r^2}\bigr]=\frac{4\xi^{3/2}}{\sqrt\pi}r^2e^{-\xi r^2}=w(r).$$
It vanishes at $r=0$, as $F$ does. In the code, `hG` is this derivative, and the integral of $w$ is then a difference of endpoint values.

```lean
/-- For `ξ > 0` the enclosed fraction is `erf(√ξ r) - 2 √(ξ/π) r exp(-ξ r²)`. -/
theorem enclosed_eq {ξ : ℝ} (hξ : 0 < ξ) (r : ℝ) :
    enclosed ξ r = erf (√ξ * r) - 2 * √ξ / √π * (r * exp (-ξ * r ^ 2)) := by
  have hs : (√ξ) ^ 2 = ξ := Real.sq_sqrt hξ.le
  -- the right-hand side is an antiderivative of the radial density
  have hG : ∀ x : ℝ, HasDerivAt
      (fun r => erf (√ξ * r) - 2 * √ξ / √π * (r * exp (-ξ * r ^ 2))) (radialDensity ξ x) x := by
    intro x
    have h2 : HasDerivAt (fun r : ℝ => exp (-ξ * r ^ 2))
        (exp (-ξ * x ^ 2) * (-ξ * (2 * x))) x :=
      (((hasDerivAt_pow 2 x).const_mul (-ξ)).exp).congr_deriv (by norm_num)
    refine ((hasDerivAt_erf hξ x).fun_sub
      (((hasDerivAt_id' x).fun_mul h2).const_mul (2 * √ξ / √π))).congr_deriv ?_
    rw [radialDensity_eq hξ]
    linear_combination (-4 * √ξ * x ^ 2 * exp (-ξ * x ^ 2) / √π) * hs
  have hc : Continuous (radialDensity ξ) := by
    unfold radialDensity
    fun_prop
  have h0 : erf 0 = 0 := by simp [erf]
  rw [enclosed, intervalIntegral.integral_eq_sub_of_hasDerivAt (fun x _ => hG x)
    (hc.intervalIntegrable _ _)]
  simp only [mul_zero, zero_mul, h0, sub_zero]
```

### (f) Slope of the potential

For $r\neq0$, show that
$$\varphi'(r)=-\frac{F(r)}{r^2}.$$

**Solution.** The quotient rule and (d) give
$$\varphi'(r)=\frac{2\sqrt{\xi/\pi}\,r\,e^{-\xi r^2}-\operatorname{erf}(\sqrt\xi\,r)}{r^2},$$
whose numerator is $-F(r)$ by (e). The code follows the same two steps.

```lean
/-- For `ξ > 0` and `r ≠ 0` the slope of the potential is `-F(r)/r²`, with `F` the enclosed
fraction. -/
theorem hasDerivAt_potential {ξ r : ℝ} (hξ : 0 < ξ) (hr : r ≠ 0) :
    HasDerivAt (potential ξ) (-enclosed ξ r / r ^ 2) r := by
  refine ((hasDerivAt_erf hξ r).fun_div (hasDerivAt_id' r) hr).congr_deriv ?_
  rw [enclosed_eq hξ]
  ring
```

### (g) Cubic bounds

With $C=4\xi^{3/2}/(3\sqrt\pi)$ and $r\ge0$, show that
$$C r^3e^{-\xi r^2}\le F(r)\le C r^3.$$

**Solution.** For $0\le s\le r$ we have $e^{-\xi r^2}\le e^{-\xi s^2}\le1$. Multiply by $4\xi^{3/2}s^2/\sqrt\pi$ and integrate over $s$, using $\int_0^rs^2ds=r^3/3$. In particular $F(r)\ge0$. The two comparisons are `lo` and `hi`, and `hI` evaluates the outer integrals.

```lean
/-- For `ξ > 0` and `r ≥ 0` the enclosed fraction is at most `4 ξ^(3/2) r³/(3√π)`, and at least
this value times `exp(-ξ r²)`. -/
theorem enclosed_bounds {ξ r : ℝ} (hξ : 0 < ξ) (hr : 0 ≤ r) :
    4 * (√ξ) ^ 3 / (3 * √π) * r ^ 3 * exp (-ξ * r ^ 2) ≤ enclosed ξ r ∧
      enclosed ξ r ≤ 4 * (√ξ) ^ 3 / (3 * √π) * r ^ 3 := by
  have hI : ∀ c : ℝ, ∫ s in (0 : ℝ)..r, c * s ^ 2 = c * r ^ 3 / 3 := by
    intro c
    rw [intervalIntegral.integral_const_mul, integral_pow]
    push_cast
    ring
  have hc : Continuous (radialDensity ξ) := by
    unfold radialDensity
    fun_prop
  have hq : ∀ c : ℝ, Continuous (fun s : ℝ => c * s ^ 2) := fun c => by fun_prop
  have hk : 0 ≤ 4 * (√ξ) ^ 3 / √π := by positivity
  -- inside the sphere the Gaussian lies between its values at the surface and at the centre
  have lo : ∫ s in (0 : ℝ)..r, (4 * (√ξ) ^ 3 / √π * exp (-ξ * r ^ 2)) * s ^ 2
      ≤ enclosed ξ r := by
    refine intervalIntegral.integral_mono_on hr ((hq _).intervalIntegrable _ _)
      (hc.intervalIntegrable _ _) fun x hx => ?_
    have hE : exp (-ξ * r ^ 2) ≤ exp (-ξ * x ^ 2) := Real.exp_le_exp.2 (by
      nlinarith [mul_le_mul_of_nonneg_left (pow_le_pow_left₀ hx.1 hx.2 2) hξ.le])
    rw [radialDensity_eq hξ]
    nlinarith [mul_le_mul_of_nonneg_left hE (mul_nonneg hk (sq_nonneg x))]
  have hi : enclosed ξ r ≤ ∫ s in (0 : ℝ)..r, (4 * (√ξ) ^ 3 / √π) * s ^ 2 := by
    refine intervalIntegral.integral_mono_on hr (hc.intervalIntegrable _ _)
      ((hq _).intervalIntegrable _ _) fun x _ => ?_
    have hE : exp (-ξ * x ^ 2) ≤ 1 := Real.exp_le_one_iff.2 (by
      nlinarith [mul_nonneg hξ.le (sq_nonneg x)])
    rw [radialDensity_eq hξ]
    nlinarith [mul_le_mul_of_nonneg_left hE (mul_nonneg hk (sq_nonneg x))]
  rw [hI] at lo hi
  exact ⟨le_of_eq_of_le (by ring) lo, hi.trans_eq (by ring)⟩
```

### (h) Behaviour at the centre

Show that, as $r$ decreases to 0 along a fixed $n$,
$$\frac{A(r)}{r}\to C\,\mu\times n.$$

**Solution.** By (f), $A(r)=-\frac{F(r)}{r^2}\,n\times\mu=\frac{F(r)}{r^2}\,\mu\times n$. Divide by $r$. By (g), $Ce^{-\xi r^2}\le F(r)/r^3\le C$, and both bounds tend to $C$. Hence $A(r)$ itself tends to zero, where the point dipole diverges.

In the code, `hF` is the squeeze, `cross_anticomm` reverses the cross product, and `𝓝[>] 0` denotes the approach from positive $r$. The theorem accepts any vector `n`; the physical reading takes it to have unit length.

```lean
/-- For `ξ > 0` the vector potential of the smeared moment, divided by `r`, tends to
`4 ξ^(3/2)/(3√π) μ × n` as `r` decreases to 0. -/
theorem vectorPotential_regular {ξ : ℝ} (hξ : 0 < ξ) (μ n : Fin 3 → ℝ) :
    Tendsto (fun r : ℝ => r⁻¹ • vectorPotential ξ μ n r) (𝓝[>] 0)
      (𝓝 ((4 * (√ξ) ^ 3 / (3 * √π)) • crossProduct μ n)) := by
  have hl : Continuous (fun r : ℝ => 4 * (√ξ) ^ 3 / (3 * √π) * exp (-ξ * r ^ 2)) := by
    fun_prop
  -- the two cubic bounds squeeze `F(r)/r³`
  have hF : Tendsto (fun r : ℝ => enclosed ξ r / r ^ 3) (𝓝[>] 0)
      (𝓝 (4 * (√ξ) ^ 3 / (3 * √π))) := by
    refine tendsto_of_tendsto_of_tendsto_of_le_of_le'
      ((hl.tendsto' 0 _ (by simp)).mono_left nhdsWithin_le_nhds) tendsto_const_nhds ?_ ?_
    · filter_upwards [self_mem_nhdsWithin] with r hr
      have hr' : 0 < r := hr
      exact (le_div_iff₀ (pow_pos hr' 3)).2
        (le_of_eq_of_le (by ring) (enclosed_bounds hξ hr'.le).1)
    · filter_upwards [self_mem_nhdsWithin] with r hr
      have hr' : 0 < r := hr
      exact (div_le_iff₀ (pow_pos hr' 3)).2 (enclosed_bounds hξ hr'.le).2
  refine (hF.smul_const (crossProduct μ n)).congr' ?_
  filter_upwards [self_mem_nhdsWithin] with r hr
  have hr' : 0 < r := hr
  rw [vectorPotential, (hasDerivAt_potential hξ hr'.ne').deriv, ← cross_anticomm μ n,
    smul_neg, smul_neg, smul_smul, ← neg_smul]
  congr 1
  ring

end

end GaussianNucleus
```

```lean
#print axioms GaussianNucleus.norm_and_meanSquareRadius
#print axioms GaussianNucleus.vectorPotential_regular
```

```
'GaussianNucleus.norm_and_meanSquareRadius' depends on axioms: [propext, Classical.choice, Quot.sound]
'GaussianNucleus.vectorPotential_regular' depends on axioms: [propext, Classical.choice, Quot.sound]
```
